# The n-th power of the cyclic shift moves each basis state n steps round the ring

In an N-dimensional state space, with N nonzero and the basis states labelled by the integers modulo N, the cyclic shift sends each basis state to the next. The lemma `shift_pow_apply` gives the matrix elements of its n-th power, for any natural number n: the entry in row i and column j is 1 if i = j + n modulo N, and 0 otherwise. The attempt goes by induction on n: it splits one shift off the power, writes the matrix product as a sum, and means to evaluate the remaining power with the induction hypothesis `ih`.

An attempt in Lean 4 with a fault in it:

```lean
import Mathlib

open Matrix Finset

namespace ClockShiftFourier

noncomputable section

variable {N : ℕ} [NeZero N]

/-- The cyclic shift, which sends the basis vector `e_j` to `e_(j+1)`. -/
def shift (N : ℕ) [NeZero N] : Matrix (ZMod N) (ZMod N) ℂ :=
  Matrix.of fun i j => if i = j + 1 then 1 else 0

private lemma shift_pow_apply (n : ℕ) (i j : ZMod N) :
    (shift N ^ n) i j = if i = j + (n : ZMod N) then 1 else 0 := by
  induction n generalizing i j with
  | zero => simp [Matrix.one_apply]
  | succ n ih =>
    rw [pow_succ, Matrix.mul_apply]
    simp only [ih, shift, Matrix.of_apply, mul_ite, mul_one, mul_zero,
      Finset.sum_ite_eq', Finset.mem_univ, if_true]
    rw [show j + 1 + (n : ZMod N) = j + ((n + 1 : ℕ) : ZMod N) by push_cast; ring]

end

end ClockShiftFourier
```

The compiler's answer:

```
Main.lean:23:8: error: Tactic `rewrite` failed: Did not find an occurrence of the pattern
  j + 1 + ↑n
in the target expression
  ((of fun i j => if i = j + 1 then 1 else 0) ^ n) i (j + 1) = if i = j + ↑(n + 1) then 1 else 0

case succ
N : ℕ
inst✝ : NeZero N
n : ℕ
ih : ∀ (i j : ZMod N), (shift N ^ n) i j = if i = j + ↑n then 1 else 0
i j : ZMod N
⊢ ((of fun i j => if i = j + 1 then 1 else 0) ^ n) i (j + 1) = if i = j + ↑(n + 1) then 1 else 0

Note: The target expression is not type-correct under the `implicit` transparency level, which may have triggered the failure. This is usually caused by unfolding of semireducible definitions in prior tactic steps. Use `set_option linter.tacticCheckInstances true` to investigate the source of the issue.
Full error:
  function expected
    ((of fun i j => if i = j + 1 then 1 else 0) ^ n) i
Main.lean:21:15: warning: This simp argument is unused:
  ih

Hint: Omit it from the simp argument list.
  [apply] simp only [shift, Matrix.of_apply, mul_ite, mul_one, mul_zero, Finset.sum_ite_eq', Finset.mem_univ, if_true]

Note: This linter can be disabled with `set_option linter.unusedSimpArgs false`
```

As a diff, the version that Lean accepts:

```diff
@@ -19,5 +19,6 @@
   | succ n ih =>
     rw [pow_succ, Matrix.mul_apply]
-    simp only [ih, shift, Matrix.of_apply, mul_ite, mul_one, mul_zero,
+    simp only [ih]
+    simp only [shift, Matrix.of_apply, mul_ite, mul_one, mul_zero,
       Finset.sum_ite_eq', Finset.mem_univ, if_true]
     rw [show j + 1 + (n : ZMod N) = j + ((n + 1 : ℕ) : ZMod N) by push_cast; ring]
```

Cause. The error says that `rw` can't find `j + 1 + ↑n` in the goal. The goal shows why: it still holds an n-th power, with the definition of `shift` written out inside it. The warning adds that `ih` was never used. Both come from giving `ih` and `shift` to the same `simp only`. The call unfolded `shift` inside the power, and `ih`, which speaks of `shift N ^ n`, no longer matched. So the power was never evaluated, and the sum `j + 1 + ↑n` never arose.

Lean also notes that the goal fails a stricter type check, which may have triggered the failure; but the missing pattern is enough to explain it.

The repair makes one change, splitting the call in two. `simp only [ih]` now runs first and replaces the entries of the power while `shift` is still folded. The second call then unfolds the one remaining `shift` and collapses the sum, which leaves the condition `i = j + 1 + ↑n` for the unchanged `rw` to rewrite.
